# The $R^{-6}$ law for two finite grid fragments with a vdW-DF-type kernel tail

## Two molecules moving apart

Between two neutral molecules whose densities no longer overlap, correlated charge fluctuations still produce an attractive contribution to the energy, called dispersion. Semilocal density functionals miss this attraction. The van der Waals density functionals (vdW-DF) supply it through a nonlocal energy: half a double integral over the electron density, with a kernel $\phi(d,e)$ joining each pair of points. If the points are a distance $r$ apart and have local wave numbers $q$ and $p$, the arguments are $d=qr$ and $e=pr$.

How does this energy behave when one molecule is carried far away, and what coefficient does it give? The answer below is for finite grids with fixed densities, and for a kernel with a prescribed tail.

## The kernel tail and the grid model

The tail condition is

$$d^2e^2(d^2+e^2)\,\phi(d,e)\to -C$$

as $d$ and $e$ both tend to infinity, at any relative rate. It has the form of London's dispersion formula for two local oscillators whose frequencies are proportional to $q^2$ and $p^2$. The constant $C$ sets the strength of the long-range attraction.

Fragment $A$ has points $x_i\in\mathbb R^3$ with weights $n_i$ and wave numbers $q_i$; fragment $B$ has $y_j$, $m_j$ and $p_j$. A weight stands for the density times the volume of its grid cell. Fragment $B$ is displaced by $R$ along a unit vector $k$, so that $r_{ij}=\|x_i-y_j-Rk\|$. The cross energy is

$$X(R)=\sum_{i,j}n_im_j\,\phi(q_ir_{ij},p_jr_{ij}).$$

For positive wave numbers the main theorem states

$$R^6X(R)\to -C_6,\qquad C_6=C\sum_{i,j}\frac{n_im_j}{q_i^2p_j^2(q_i^2+p_j^2)}.$$

## What the Lean statement says

A `Fragment` holds the three functions `n`, `q` and `x` on an index type. Both fragments use these field names, so $m_j$, $p_j$ and $y_j$ are `B.n j`, `B.q j` and `B.x j`. `HasTail phi C` is the tail condition; the filter `atTop ×ˢ atTop` expresses the joint limit. `crossEnergy phi A (B.shift (R • k))` is $X(R)$, and `c6 C A B` is $C_6$, with the constant $C$ included.

The theorem `crossEnergy_asymptotics` assumes the tail, positive wave numbers and $\|k\|=1$. The weights may have any sign, and either fragment may be empty. If $C_6=0$, the theorem says only that $X(R)$ decays faster than $R^{-6}$.

`nonlocalEnergy` is half the cross energy of a system with itself. `bindingEnergy` subtracts the nonlocal energies of the parts from that of the joined system. It is therefore only the nonlocal contribution to a binding energy, with weights and wave numbers frozen during the displacement. In a self-consistent vdW-DF calculation the wave numbers depend on the density and its gradient, and the density itself relaxes.

Several steps separate this model from real molecules. The changes of wave number and density just mentioned are left out, and the kernel's tail is assumed, not derived. The sum is also finite: for an integral over continuous densities, exchanging the limit in $R$ with the integration would need its own justification.

## From one pair to all pairs

Take one pair, with positions $a$ and $b$, wave numbers $q,p>0$ and distance $r=\|a-b-Rk\|$. For $R>0$,

$$\frac rR=\left\|\frac{a-b}{R}-k\right\|\to\|k\|=1.$$

Hence $r=(r/R)\,R\to\infty$, and both $qr$ and $pr$ tend to infinity. With $s=q^2p^2(q^2+p^2)$,

$$(qr)^2(pr)^2\big((qr)^2+(pr)^2\big)=s\,r^6,$$

so the tail condition gives $s\,r^6\phi(qr,pr)\to-C$. For large $R$, where $r>0$,

$$R^6\phi(qr,pr)=\frac{s\,r^6\phi(qr,pr)}{s\,(r/R)^6}\to-\frac Cs.$$

Multiplying by $n_im_j$ and adding the finitely many pairs gives the stated limit. The positions have dropped out of the leading coefficient.

## Binding energy and its sign

Write $X_{AB}$ for the cross energy of $A$ and $B$. The double sum over the joined system splits into four blocks, so the binding energy is

$$\tfrac12(X_{AA}+X_{AB}+X_{BA}+X_{BB})-\tfrac12X_{AA}-\tfrac12X_{BB}=\tfrac12(X_{AB}+X_{BA}).$$

If $\phi(d,e)=\phi(e,d)$, then $X_{BA}=X_{AB}$, and the binding energy equals $X_{AB}$. It therefore follows the same $R^{-6}$ law.

Now let $C$, all weights and all wave numbers be positive, and let neither fragment be empty. Then $C_6>0$. Since $R^6X(R)$ tends to the negative number $-C_6$, it is negative for all sufficiently large $R$, and so is $X(R)$. The theorem gives no explicit distance at which this begins.

A simple symmetric kernel with the required tail is

$$\phi(d,e)=-\frac{C}{1+t},\qquad t=d^2e^2(d^2+e^2).$$

Indeed $t\phi=-C+C/(1+t)\to-C$, because $t\to\infty$. It equals $-C$ at the origin. This is a model kernel, not the one used in vdW-DF calculations.

## Three points in numbers

Use this model kernel with $C=1$ in dimensionless units. Let $A$ be one point at the origin with $n_1=2$, $q_1=1$. Let $B$ have $m_1=1$, $p_1=1$, $y_1=0$ and $m_2=4$, $p_2=2$, $y_2=k$. Then

$$C_6=\frac{2\cdot1}{1\cdot1\cdot2}+\frac{2\cdot4}{1\cdot4\cdot5}=1+0.4=1.4.$$

At $R=10$ the distances are $10$ and $11$, and

$$R^6X=-\frac{2\cdot10^6}{1+2\cdot10^6}-\frac{8\cdot10^6}{1+20\cdot11^6}\approx-1.000-0.226=-1.226.$$

At $R=100$ the same calculation gives about $-1.377$. The remaining difference from $-1.4$ comes almost entirely from the second point of $B$ being one unit farther away.

If the kernel is symmetric and has the assumed tail, the large-distance end of a nonlocal binding curve computed with frozen weights and wave numbers can thus be compared with a coefficient obtained from the separate fragments.

## The complete Lean file

```lean
import Mathlib

open Filter Topology

namespace VdwDFAsymptotics

noncomputable section

/-- Three-dimensional physical space. -/
abbrev Space := EuclideanSpace ℝ (Fin 3)

/-- A fragment on grid points labelled by `ι`: each has a density weight `n`, a local wave number
`q` and a position `x`. -/
structure Fragment (ι : Type*) where
  n : ι → ℝ
  q : ι → ℝ
  x : ι → Space

variable {ι κ : Type*}

/-- The fragment displaced rigidly by the vector `v`. -/
def Fragment.shift (B : Fragment κ) (v : Space) : Fragment κ where
  n := B.n
  q := B.q
  x := fun j => B.x j + v

/-- The system made of both fragments, with weights and wave numbers unchanged. -/
def Fragment.join (A : Fragment ι) (B : Fragment κ) : Fragment (ι ⊕ κ) where
  n := Sum.elim A.n B.n
  q := Sum.elim A.q B.q
  x := Sum.elim A.x B.x

/-- The kernel `phi` has the tail `-C / (d² e² (d² + e²))` when `d` and `e` jointly tend to
infinity. -/
def HasTail (phi : ℝ → ℝ → ℝ) (C : ℝ) : Prop :=
  Tendsto (fun z : ℝ × ℝ => z.1 ^ 2 * z.2 ^ 2 * (z.1 ^ 2 + z.2 ^ 2) * phi z.1 z.2)
    (atTop ×ˢ atTop) (𝓝 (-C))

variable [Fintype ι] [Fintype κ]

/-- The kernel summed over all pairs of points, one from each fragment; its arguments are the
distance scaled by the two local wave numbers. -/
def crossEnergy (phi : ℝ → ℝ → ℝ) (A : Fragment ι) (B : Fragment κ) : ℝ :=
  ∑ i, ∑ j, A.n i * B.n j * phi (A.q i * ‖A.x i - B.x j‖) (B.q j * ‖A.x i - B.x j‖)

/-- The nonlocal correlation energy of one system: half the double sum over its points. -/
def nonlocalEnergy (phi : ℝ → ℝ → ℝ) (A : Fragment ι) : ℝ :=
  1 / 2 * crossEnergy phi A A

/-- The nonlocal energy of the joined system minus the nonlocal energies of its two parts. -/
def bindingEnergy (phi : ℝ → ℝ → ℝ) (A : Fragment ι) (B : Fragment κ) : ℝ :=
  nonlocalEnergy phi (A.join B) - nonlocalEnergy phi A - nonlocalEnergy phi B

/-- The dispersion coefficient `C ∑ n m / (q² p² (q² + p²))` of two fragments, meant for
positive wave numbers. -/
def c6 (C : ℝ) (A : Fragment ι) (B : Fragment κ) : ℝ :=
  C * ∑ i, ∑ j, A.n i * B.n j / (A.q i ^ 2 * B.q j ^ 2 * (A.q i ^ 2 + B.q j ^ 2))

/-- When one of two points is displaced by `R` along a unit vector, their distance divided by `R`
tends to one as `R` tends to infinity. -/
theorem distance_ratio (a b k : Space) (hk : ‖k‖ = 1) :
    Tendsto (fun R : ℝ => ‖a - (b + R • k)‖ / R) atTop (𝓝 1) := by
  have h : Tendsto (fun R : ℝ => ‖R⁻¹ • (a - b) - k‖) atTop (𝓝 1) := by
    have h0 := (((tendsto_inv_atTop_zero (𝕜 := ℝ)).smul_const (a - b)).sub
      (tendsto_const_nhds (x := k))).norm
    simpa only [zero_smul, zero_sub, norm_neg, hk] using h0
  refine h.congr' ?_
  filter_upwards [eventually_gt_atTop 0] with R hR
  have e : R⁻¹ • (a - b) - k = R⁻¹ • (a - (b + R • k)) := by
    have h1 : R⁻¹ • (R • k) = k := inv_smul_smul₀ hR.ne' k
    rw [← sub_sub, smul_sub R⁻¹ (a - b), h1]
  rw [e, norm_smul, norm_inv, Real.norm_of_nonneg hR.le, div_eq_inv_mul]

/-- For a kernel with tail constant `C`, a single pair of points with positive wave numbers
`q` and `p` obeys the `R⁻⁶` law with coefficient `C / (q² p² (q² + p²))`. -/
theorem pair_asymptotics {phi : ℝ → ℝ → ℝ} {C q p : ℝ} (h : HasTail phi C)
    (hq : 0 < q) (hp : 0 < p) (a b k : Space) (hk : ‖k‖ = 1) :
    Tendsto (fun R : ℝ => R ^ 6 * phi (q * ‖a - (b + R • k)‖) (p * ‖a - (b + R • k)‖))
      atTop (𝓝 (-C / (q ^ 2 * p ^ 2 * (q ^ 2 + p ^ 2)))) := by
  have ht := distance_ratio a b k hk
  -- the distance itself grows without bound
  have hr : Tendsto (fun R : ℝ => ‖a - (b + R • k)‖) atTop atTop := by
    refine (ht.pos_mul_atTop one_pos tendsto_id).congr' ?_
    filter_upwards [eventually_gt_atTop 0] with R hR
    exact div_mul_cancel₀ _ hR.ne'
  have h1 := h.comp ((hr.const_mul_atTop hq).prodMk (hr.const_mul_atTop hp))
  have h2 := (ht.pow 6).const_mul (q ^ 2 * p ^ 2 * (q ^ 2 + p ^ 2))
  rw [one_pow, mul_one] at h2
  -- divide the tail law by the scaled sixth power of the distance
  refine (h1.div h2 (by positivity)).congr' ?_
  filter_upwards [eventually_gt_atTop 0, hr.eventually_gt_atTop 0] with R hR hpos
  simp only [Function.comp_apply, Pi.div_apply]
  generalize ‖a - (b + R • k)‖ = r at hpos ⊢
  have h3 : R ^ 6 * (r / R) ^ 6 = r ^ 6 := by
    rw [← mul_pow, mul_comm, div_mul_cancel₀ _ hR.ne']
  rw [div_eq_iff (by positivity)]
  linear_combination (-(phi (q * r) (p * r) * (q ^ 2 * p ^ 2 * (q ^ 2 + p ^ 2)))) * h3

/-- For a kernel with tail constant `C` and fragments with positive wave numbers, `R⁶` times
the cross energy tends to `-c6` as one fragment is moved away along a unit vector. -/
theorem crossEnergy_asymptotics {phi : ℝ → ℝ → ℝ} {C : ℝ} (h : HasTail phi C)
    (A : Fragment ι) (B : Fragment κ) (hA : ∀ i, 0 < A.q i) (hB : ∀ j, 0 < B.q j)
    (k : Space) (hk : ‖k‖ = 1) :
    Tendsto (fun R : ℝ => R ^ 6 * crossEnergy phi A (B.shift (R • k)))
      atTop (𝓝 (-c6 C A B)) := by
  have key := tendsto_finsetSum Finset.univ fun i _ =>
    tendsto_finsetSum Finset.univ fun j _ =>
      (pair_asymptotics h (hA i) (hB j) (A.x i) (B.x j) k hk).const_mul (A.n i * B.n j)
  have e : -c6 C A B = ∑ i, ∑ j, A.n i * B.n j *
      (-C / (A.q i ^ 2 * B.q j ^ 2 * (A.q i ^ 2 + B.q j ^ 2))) := by
    rw [c6, ← neg_mul, Finset.mul_sum]
    refine Finset.sum_congr rfl fun i _ => ?_
    rw [Finset.mul_sum]
    exact Finset.sum_congr rfl fun j _ => by ring
  rw [e]
  refine key.congr fun R => ?_
  simp only [crossEnergy, Fragment.shift, Finset.mul_sum]
  exact Finset.sum_congr rfl fun i _ => Finset.sum_congr rfl fun j _ => by ring

/-- For a symmetric kernel the binding energy is the cross energy of the two fragments. -/
theorem bindingEnergy_eq_crossEnergy {phi : ℝ → ℝ → ℝ} (hs : ∀ d e, phi d e = phi e d)
    (A : Fragment ι) (B : Fragment κ) : bindingEnergy phi A B = crossEnergy phi A B := by
  have hc : crossEnergy phi B A = crossEnergy phi A B := by
    unfold crossEnergy
    rw [Finset.sum_comm]
    refine Finset.sum_congr rfl fun i _ => Finset.sum_congr rfl fun j _ => ?_
    rw [norm_sub_rev (B.x j) (A.x i), hs (B.q j * _) (A.q i * _), mul_comm (B.n j)]
  -- the double sum over the joined system splits into four blocks
  have hj : crossEnergy phi (A.join B) (A.join B) = crossEnergy phi A A +
      crossEnergy phi A B + (crossEnergy phi B A + crossEnergy phi B B) := by
    simp only [crossEnergy, Fragment.join, Fintype.sum_sum_type, Sum.elim_inl, Sum.elim_inr,
      Finset.sum_add_distrib]
    abel
  unfold bindingEnergy nonlocalEnergy
  rw [hj, hc]
  ring

/-- For a symmetric kernel with positive tail constant, two nonempty fragments with positive weights
and wave numbers have negative binding energy once one of them is displaced far enough along a given
unit vector. -/
theorem eventually_attractive [Nonempty ι] [Nonempty κ] {phi : ℝ → ℝ → ℝ} {C : ℝ}
    (h : HasTail phi C) (hs : ∀ d e, phi d e = phi e d) (hC : 0 < C)
    (A : Fragment ι) (B : Fragment κ) (hA : ∀ i, 0 < A.q i) (hB : ∀ j, 0 < B.q j)
    (hn : ∀ i, 0 < A.n i) (hm : ∀ j, 0 < B.n j) (k : Space) (hk : ‖k‖ = 1) :
    ∀ᶠ R : ℝ in atTop, bindingEnergy phi A (B.shift (R • k)) < 0 := by
  have hc : 0 < c6 C A B := by
    refine mul_pos hC (Finset.sum_pos (fun i _ => Finset.sum_pos (fun j _ => ?_)
      Finset.univ_nonempty) Finset.univ_nonempty)
    have h1 := hA i
    have h2 := hB j
    have h3 := hn i
    have h4 := hm j
    positivity
  have hl := crossEnergy_asymptotics h A B hA hB k hk
  filter_upwards [hl.eventually_lt_const (neg_lt_zero.2 hc), eventually_gt_atTop 0]
    with R h1 h2
  rw [bindingEnergy_eq_crossEnergy hs]
  by_contra h3
  exact absurd h1 (not_lt_of_ge (mul_nonneg (by positivity) (not_lt.1 h3)))

/-- A model kernel that stays finite when the two points coincide. -/
def dampedKernel (C d e : ℝ) : ℝ := -C / (1 + d ^ 2 * e ^ 2 * (d ^ 2 + e ^ 2))

/-- The damped model kernel has tail constant `C` and is symmetric. -/
theorem dampedKernel_witness (C : ℝ) :
    HasTail (dampedKernel C) C ∧ ∀ d e, dampedKernel C d e = dampedKernel C e d := by
  constructor
  · have hX : Tendsto (fun z : ℝ × ℝ => 1 + z.1 ^ 2 * z.2 ^ 2 * (z.1 ^ 2 + z.2 ^ 2))
        (atTop ×ˢ atTop) atTop := by
      refine tendsto_atTop_mono' _ ?_ tendsto_fst
      filter_upwards [tendsto_fst.eventually (eventually_ge_atTop (1 : ℝ)),
        tendsto_snd.eventually (eventually_ge_atTop (1 : ℝ))] with z h1 h2
      have h3 : 1 ≤ z.1 ^ 2 * z.2 ^ 2 := by
        nlinarith [one_le_pow₀ h1 (n := 2), one_le_pow₀ h2 (n := 2)]
      nlinarith [mul_nonneg (sub_nonneg.2 h3) (by positivity : 0 ≤ z.1 ^ 2 + z.2 ^ 2),
        sq_nonneg z.2, sq_nonneg (z.1 - 1)]
    have h := (hX.const_div_atTop C).const_add (-C)
    rw [add_zero] at h
    refine h.congr fun z => ?_
    have hne : 1 + z.1 ^ 2 * z.2 ^ 2 * (z.1 ^ 2 + z.2 ^ 2) ≠ 0 := by positivity
    rw [dampedKernel, ← mul_div_assoc, eq_div_iff hne, add_mul, div_mul_cancel₀ _ hne]
    ring
  · intro d e
    unfold dampedKernel
    rw [show d ^ 2 * e ^ 2 * (d ^ 2 + e ^ 2) = e ^ 2 * d ^ 2 * (e ^ 2 + d ^ 2) by ring]

end

end VdwDFAsymptotics
```

```lean
#print axioms VdwDFAsymptotics.eventually_attractive
```

```
'VdwDFAsymptotics.eventually_attractive' depends on axioms: [propext, Classical.choice, Quot.sound]
```

## How the limits are assembled in Lean

`distance_ratio` first proves the limit of $\|R^{-1}(a-b)-k\|$ from $R^{-1}\to0$ and continuity of the norm. It then uses `congr'` to pass to $r/R$, since the two expressions agree for every $R>0$.

In `pair_asymptotics`, `hr` is the divergence of the distance, obtained from $r=(r/R)R$. The term `h1` composes the tail condition with the pair $(qr,pr)$, and `h2` is the limit $s(r/R)^6\to s$. Their quotient is the last display of the one-pair derivation. What is left is the algebraic identity between that quotient and $R^6\phi(qr,pr)$; `linear_combination` closes it using `h3`, which says $R^6(r/R)^6=r^6$.

`crossEnergy_asymptotics` applies `tendsto_finsetSum` twice, once for each fragment index. The equation `e` moves the factor $-C$ inside the double sum, so that the limit takes the form $-C_6$.

In `bindingEnergy_eq_crossEnergy`, `hc` proves $X_{BA}=X_{AB}$ by exchanging the sums and using the symmetry of the distance and of the kernel. The four blocks appear in `hj`, where `Fintype.sum_sum_type` splits each sum over the joined index type.

`eventually_attractive` proves $C_6>0$ from the positivity of every term, then takes $R$ large enough that $R^6X(R)<0$. A nonnegative binding energy would make this product nonnegative, which is the contradiction at the end.

Finally, `dampedKernel_witness` establishes the tail and the symmetry of the model kernel. For $d,e\ge1$ it bounds $1+t$ from below by $d$, which forces $1+t\to\infty$; the limit of $-C+C/(1+t)$ follows.
